# A wave that crosses the well $-2/\cosh^2 x$ without reflection

A quantum particle sent at a potential well is usually partly reflected, even when its energy lies above the potential everywhere. In units with $\hbar=2m=1$, the well $V(x)=-2/\cosh^2x$ is an exception. For real $k$, the function

$$\psi_k(x)=(\tanh x-ik)\,e^{ikx}$$

solves $-\psi''+V\psi=k^2\psi$. When $k>0$ it has a right-moving wave on both sides of the well and no left-moving wave on either.

In Lean 4 with Mathlib:

```lean
import Mathlib

open Filter Topology
open Complex (I)

namespace ReflectionlessWell

noncomputable section
```

## The equation and two first-order operators

A stationary solution is a twice differentiable function $\psi:\mathbb R\to\mathbb C$ with $-\psi''+V\psi=E\psi$ at every point. The potential is real and $E$ may be complex. Nothing is asked about normalisation, since scattering states are not square integrable.

```lean
/-- A twice differentiable wave function `ψ` solving `-ψ'' + V ψ = E ψ` on the whole line. -/
def IsStationary (V : ℝ → ℝ) (E : ℂ) (ψ : ℝ → ℂ) : Prop :=
  Differentiable ℝ ψ ∧ Differentiable ℝ (deriv ψ) ∧
    ∀ x, -deriv (deriv ψ) x + (V x : ℂ) * ψ x = E * ψ x
```

Two potentials occur, $V=0$ and the well.

```lean
/-- The potential of a free particle. -/
def free : ℝ → ℝ := fun _ => 0

/-- The potential well `-2 / cosh² x`. -/
def well : ℝ → ℝ := fun x => -2 / Real.cosh x ^ 2
```

The plane wave $e^{ikx}$ and $\psi_k$ are defined for complex $k$, as `wave k` and `psi k`.

```lean
/-- The plane wave `exp(ikx)`. -/
def wave (k : ℂ) : ℝ → ℂ := fun x => Complex.exp (I * k * x)

/-- The wave function `(tanh x - ik) exp(ikx)`. -/
def psi (k : ℂ) : ℝ → ℂ := fun x => ((Real.tanh x : ℝ) - I * k) * wave k x
```

Write $t=\tanh x$. The operators $f\mapsto tf-f'$ and $g\mapsto tg+g'$ will connect the free particle with the well.

```lean
/-- The first-order operator `tanh x - d/dx`. -/
def dress (f : ℝ → ℂ) : ℝ → ℂ := fun x => (Real.tanh x : ℝ) * f x - deriv f x

/-- The first-order operator `tanh x + d/dx`. -/
def undress (g : ℝ → ℂ) : ℝ → ℂ := fun x => (Real.tanh x : ℝ) * g x + deriv g x
```

From $t\cosh x=\sinh x$ and $\cosh^2x-\sinh^2x=1$ it follows that $V=-2(1-t^2)$.

```lean
private lemma tanh_mul_cosh (x : ℝ) : Real.tanh x * Real.cosh x = Real.sinh x := by
  rw [Real.tanh_eq_sinh_div_cosh, div_mul_cancel₀ _ (Real.cosh_pos x).ne']

private lemma well_cast (x : ℝ) :
    (well x : ℂ) = -2 * (1 - ((Real.tanh x : ℝ) : ℂ) ^ 2) := by
  have h : well x = -2 * (1 - Real.tanh x ^ 2) := by
    unfold well
    rw [div_eq_iff (pow_ne_zero 2 (Real.cosh_pos x).ne')]
    linear_combination 2 * Real.cosh_sq x
      - 2 * (Real.tanh x * Real.cosh x + Real.sinh x) * tanh_mul_cosh x
  rw [h]
  simp
```

The quotient rule gives $t'=1-t^2$, and the chain rule gives $(e^{ikx})'=ik\,e^{ikx}$.

```lean
private lemma deriv_tanh (x : ℝ) :
    HasDerivAt (fun y : ℝ => ((Real.tanh y : ℝ) : ℂ)) (1 - ((Real.tanh x : ℝ) : ℂ) ^ 2) x := by
  have hc := (Real.cosh_pos x).ne'
  have h := (Real.hasDerivAt_sinh x).fun_div (Real.hasDerivAt_cosh x) hc
  simp only [← Real.tanh_eq_sinh_div_cosh] at h
  have r : (Real.cosh x * Real.cosh x - Real.sinh x * Real.sinh x) / Real.cosh x ^ 2
      = 1 - Real.tanh x ^ 2 := by
    rw [div_eq_iff (pow_ne_zero 2 hc)]
    linear_combination (Real.tanh x * Real.cosh x + Real.sinh x) * tanh_mul_cosh x
  rw [r] at h
  exact h.ofReal_comp.congr_deriv (by simp)

private lemma deriv_wave (k : ℂ) (x : ℝ) : HasDerivAt (wave k) (I * k * wave k x) x := by
  have h0 : HasDerivAt (fun y : ℝ => (y : ℂ)) 1 x :=
    (hasDerivAt_id' x).ofReal_comp.congr_deriv Complex.ofReal_one
  exact (h0.const_mul (I * k)).cexp.congr_deriv (by simp only [wave]; ring)
```

The Schrödinger equation can be read as $\psi''=(V-E)\psi$. The next two lemmas translate between this form and the definition, one in each direction.

```lean
private lemma IsStationary.second {V : ℝ → ℝ} {E : ℂ} {ψ : ℝ → ℂ} (h : IsStationary V E ψ)
    (x : ℝ) : HasDerivAt (deriv ψ) (((V x : ℂ) - E) * ψ x) x :=
  (h.2.1 x).hasDerivAt.congr_deriv (by linear_combination -(h.2.2 x))

private lemma stationary_of {V : ℝ → ℝ} {E : ℂ} {ψ φ : ℝ → ℂ}
    (h1 : ∀ x, HasDerivAt ψ (φ x) x)
    (h2 : ∀ x, HasDerivAt φ (((V x : ℂ) - E) * ψ x) x) : IsStationary V E ψ := by
  have e : deriv ψ = φ := funext fun x => (h1 x).deriv
  refine ⟨fun x => (h1 x).differentiableAt, ?_, fun x => ?_⟩
  · rw [e]
    exact fun x => (h2 x).differentiableAt
  · rw [e, (h2 x).deriv]
    ring
```

## From the free particle to the well and back

Let $f''=-Ef$ and $g=tf-f'$. Then

$$g'=(1-t^2+E)f+tf',$$
$$g''=-2t(1-t^2)f+2(1-t^2)f'-E(tf-f')=(V-E)g.$$

So $g$ solves the equation in the well at the same energy. In the code, `h1` is the first line, the final `exact` differentiates again, and `ring` compares the two sides.

```lean
/-- The operator `tanh x - d/dx` turns a free solution into a solution in the well
at the same energy. -/
theorem dress_stationary {E : ℂ} {f : ℝ → ℂ} (h : IsStationary free E f) :
    IsStationary well E (dress f) := by
  have d1 := fun x => (h.1 x).hasDerivAt
  have d2 : ∀ x, HasDerivAt (deriv f) (-E * f x) x := fun x =>
    (h.second x).congr_deriv (by simp [free])
  have h1 : ∀ x, HasDerivAt (dress f)
      ((1 - (Real.tanh x : ℝ) * (Real.tanh x : ℝ) + E) * f x
        + (Real.tanh x : ℝ) * deriv f x) x := fun x =>
    (((deriv_tanh x).fun_mul (d1 x)).fun_sub (d2 x)).congr_deriv (by ring)
  refine stationary_of h1 fun x => ?_
  -- differentiate once more, using `tanh' = 1 - tanh²`
  exact ((((((deriv_tanh x).fun_mul (deriv_tanh x)).const_sub 1).add_const E).fun_mul
    (d1 x)).fun_add ((deriv_tanh x).fun_mul (d2 x))).congr_deriv
    (by rw [well_cast]; simp only [dress]; ring)
```

Conversely, let $g''=(V-E)g$ and $u=tg+g'$. Then

$$u'=tg'-(1-t^2+E)g,$$
$$u''=t(V-E)g+2t(1-t^2)g-Eg'=-Eu,$$

because $tV+2t(1-t^2)=0$. Moreover $tu-u'=(E+1)g$, so for $E\ne-1$ the first operator recovers $g$ up to a nonzero factor. At $E=-1$ the result is zero.

```lean
/-- The operator `tanh x + d/dx` turns a solution in the well into a free solution at the same
energy, and applying `tanh x - d/dx` afterwards returns the original solution times `E + 1`. -/
theorem undress_stationary {E : ℂ} {g : ℝ → ℂ} (h : IsStationary well E g) :
    IsStationary free E (undress g) ∧ ∀ x, dress (undress g) x = (E + 1) * g x := by
  have d1 := fun x => (h.1 x).hasDerivAt
  have d2 := h.second
  have h1 : ∀ x, HasDerivAt (undress g)
      ((Real.tanh x : ℝ) * deriv g x
        - (1 - (Real.tanh x : ℝ) * (Real.tanh x : ℝ) + E) * g x) x := fun x =>
    (((deriv_tanh x).fun_mul (d1 x)).fun_add (d2 x)).congr_deriv (by rw [well_cast]; ring)
  refine ⟨stationary_of h1 fun x => ?_, fun x => ?_⟩
  · -- the potential terms cancel in the second derivative
    exact (((deriv_tanh x).fun_mul (d2 x)).fun_sub
      (((((deriv_tanh x).fun_mul (deriv_tanh x)).const_sub 1).add_const E).fun_mul
      (d1 x))).congr_deriv
      (by rw [well_cast]; simp only [undress, free, Complex.ofReal_zero]; ring)
  · simp only [dress]
    rw [(h1 x).deriv]
    simp only [undress]
    ring
```

The plane wave is a free solution at energy $k^2$, and its image is $te^{ikx}-ik\,e^{ikx}=\psi_k$. Hence $\psi_k$ is a solution in the well.

```lean
/-- For every complex `k`, the function `(tanh x - ik) exp(ikx)` solves the Schrödinger equation
in the well at energy `k²`. -/
theorem psi_stationary (k : ℂ) : IsStationary well (k ^ 2) (psi k) := by
  have hw : IsStationary free (k ^ 2) (wave k) :=
    stationary_of (deriv_wave k) fun x =>
      ((deriv_wave k x).const_mul (I * k)).congr_deriv (by
        simp only [free, Complex.ofReal_zero]
        linear_combination k ^ 2 * wave k x * Complex.I_sq)
  -- `psi` is the image of the plane wave
  have e : psi k = dress (wave k) := by
    funext x
    simp only [psi, dress]
    rw [(deriv_wave k x).deriv]
    ring
  rw [e]
  exact dress_stationary hw
```

## Amplitudes on the two sides

Since $\tanh x=1-2/(e^{2x}+1)$, it tends to $1$ on the right. Oddness gives $-1$ on the left.

```lean
/-- The hyperbolic tangent tends to `1` at plus infinity and to `-1` at minus infinity. -/
theorem tanh_limits :
    Tendsto Real.tanh atTop (𝓝 1) ∧ Tendsto Real.tanh atBot (𝓝 (-1)) := by
  have e : ∀ x, Real.tanh x = 1 - 2 / (Real.exp (2 * x) + 1) := by
    intro x
    have p := Real.exp_pos x
    rw [Real.tanh_eq_sinh_div_cosh, Real.sinh_eq, Real.cosh_eq, Real.exp_neg, two_mul,
      Real.exp_add]
    field_simp
    ring
  have h1 : Tendsto (fun x : ℝ => Real.exp (2 * x) + 1) atTop atTop :=
    tendsto_atTop_add_const_right _ 1
      (Real.tendsto_exp_atTop.comp (tendsto_id.const_mul_atTop two_pos))
  have h2 := (h1.const_div_atTop 2).const_sub 1
  rw [sub_zero] at h2
  have h3 : Tendsto Real.tanh atTop (𝓝 1) := h2.congr fun x => (e x).symm
  exact ⟨h3, (h3.comp tendsto_neg_atBot_atTop).neg.congr fun x => by simp [Real.tanh_neg]⟩
```

Removing the plane wave leaves $\psi_ke^{-ikx}=\tanh x-ik$, with limits $1-ik$ and $-1-ik$. For real $k$ both have modulus $\sqrt{1+k^2}$. A reflected part $r\,e^{-ikx}$ on the left would add $r\,e^{-2ikx}$ to this product, which has no limit when $k\neq0$ and $r\ne0$. For $k>0$ the incident and transmitted waves therefore have equal strength. At $k=0$ the limits still hold, but there is no travelling wave to reflect.

In the theorem, `atTop` and `atBot` stand for $x\to+\infty$ and $x\to-\infty$. For a single particle in this particular well, it supplies an exact reference value, full transmission at every $k>0$, for testing a numerical scattering calculation.

```lean
/-- For real `k`, `ψ = (tanh x - ik) exp(ikx)` solves `-ψ'' - 2ψ/cosh² x = k²ψ`, and
`ψ exp(-ikx)` tends to `1 - ik` on the right and `-1 - ik` on the left, of equal modulus. -/
theorem reflectionless (k : ℝ) :
    IsStationary well ((k : ℂ) ^ 2) (psi k) ∧
    Tendsto (fun x : ℝ => psi k x * Complex.exp (-(I * k * x))) atTop (𝓝 (1 - I * k)) ∧
    Tendsto (fun x : ℝ => psi k x * Complex.exp (-(I * k * x))) atBot (𝓝 (-1 - I * k)) ∧
    ‖1 - I * (k : ℂ)‖ = ‖-1 - I * (k : ℂ)‖ := by
  -- removing the plane wave leaves only `tanh x - ik`
  have s : ∀ x : ℝ, psi k x * Complex.exp (-(I * k * x)) = (Real.tanh x : ℝ) - I * k := by
    intro x
    simp only [psi, wave]
    rw [mul_assoc, ← Complex.exp_add, add_neg_cancel, Complex.exp_zero, mul_one]
  have lim : ∀ (l : Filter ℝ) (c : ℝ), Tendsto Real.tanh l (𝓝 c) →
      Tendsto (fun x : ℝ => psi k x * Complex.exp (-(I * k * x))) l (𝓝 ((c : ℂ) - I * k)) :=
    fun l c h => (((Complex.continuous_ofReal.tendsto c).comp h).sub_const (I * k)).congr
      fun x => (s x).symm
  refine ⟨psi_stationary k, ?_, ?_, ?_⟩
  · simpa using lim _ 1 tanh_limits.1
  · simpa using lim _ (-1) tanh_limits.2
  · simp [Complex.norm_def, Complex.normSq_apply]
```

## All solutions at a given energy

Let $f''=-k^2f$ with $k\ne0$. For $q=\pm k$,

$$\frac{d}{dx}\left[(f'+iqf)e^{-iqx}\right]=(q^2-k^2)f\,e^{-iqx}=0,$$

so $f'+iqf=C_qe^{iqx}$ with $C_q=f'(0)+iqf(0)$. Subtracting the two cases gives

$$2ik\,f=C_ke^{ikx}-C_{-k}e^{-ikx}.$$

In the code, `key` is the conservation law, and the last `linear_combination` performs the subtraction and the division by $2ik$.

```lean
/-- Every free solution at energy `k²` with `k ≠ 0` is a sum of the two plane waves
`exp(ikx)` and `exp(-ikx)` with constant coefficients. -/
theorem free_general {k : ℂ} (hk : k ≠ 0) {f : ℝ → ℂ} (h : IsStationary free (k ^ 2) f) :
    ∃ a b : ℂ, ∀ x, f x = a * wave k x + b * wave (-k) x := by
  -- `(f' + iqf) exp(-iqx)` is constant for `q = k` and `q = -k`
  have key : ∀ q : ℂ, q ^ 2 = k ^ 2 → ∀ x, (deriv f x + I * q * f x) * wave (-q) x
      = (deriv f 0 + I * q * f 0) * wave (-q) 0 := by
    intro q hq x
    have d : ∀ y, HasDerivAt (fun y => (deriv f y + I * q * f y) * wave (-q) y) 0 y := fun y =>
      (((h.second y).fun_add ((h.1 y).hasDerivAt.const_mul (I * q))).fun_mul
        (deriv_wave (-q) y)).congr_deriv (by
          simp only [free, Complex.ofReal_zero]
          linear_combination f y * wave (-q) y * hq
            - q ^ 2 * f y * wave (-q) y * Complex.I_sq)
    exact is_const_of_deriv_eq_zero (fun y => (d y).differentiableAt) (fun y => (d y).deriv) x 0
  obtain ⟨c, hc⟩ : ∃ c : ℂ, c * (2 * I * k) = 1 :=
    ⟨_, inv_mul_cancel₀ (mul_ne_zero (mul_ne_zero two_ne_zero Complex.I_ne_zero) hk)⟩
  have k1 := key k rfl
  have k2 := key (-k) (by ring)
  simp only [neg_neg] at k2
  refine ⟨c * ((deriv f 0 + I * k * f 0) * wave (-k) 0),
    -(c * ((deriv f 0 + I * -k * f 0) * wave k 0)), fun x => ?_⟩
  have hw : wave (-k) x * wave k x = 1 := by
    simp only [wave]
    rw [← Complex.exp_add, show I * -k * (x : ℂ) + I * k * x = 0 by ring, Complex.exp_zero]
  linear_combination c * (wave k x * k1 x - wave (-k) x * k2 x - 2 * I * k * f x * hw)
    - f x * hc
```

Now let $g$ be any solution in the well at energy $k^2$. Its image $tg+g'$ is free, hence equal to $a\,e^{ikx}+b\,e^{-ikx}$. Applying the first operator gives

$$(k^2+1)g=a\psi_k+b\psi_{-k},$$

and division by $k^2+1$ finishes the argument. The hypotheses `hk` and `hk1` exclude the energies $0$ and $-1$. There $\psi_k$ and $\psi_{-k}$ are proportional: both equal $\tanh x$ at $k=0$, and both are multiples of the bound state $1/\cosh x$ at $k=\pm i$.

```lean
/-- For complex `k` with `k ≠ 0` and `k² ≠ -1`, every solution in the well at energy `k²` is a
combination of `(tanh x - ik) exp(ikx)` and `(tanh x + ik) exp(-ikx)`. -/
theorem well_general {k : ℂ} (hk : k ≠ 0) (hk1 : k ^ 2 + 1 ≠ 0) {g : ℝ → ℂ}
    (h : IsStationary well (k ^ 2) g) :
    ∃ a b : ℂ, ∀ x, g x = a * psi k x + b * psi (-k) x := by
  obtain ⟨h1, h2⟩ := undress_stationary h
  obtain ⟨a, b, hab⟩ := free_general hk h1
  obtain ⟨c, hc⟩ : ∃ c : ℂ, c * (k ^ 2 + 1) = 1 := ⟨_, inv_mul_cancel₀ hk1⟩
  refine ⟨c * a, c * b, fun x => ?_⟩
  -- return from the free solution to the well
  have e : undress g = fun y => a * wave k y + b * wave (-k) y := funext hab
  have hd := ((deriv_wave k x).const_mul a).fun_add ((deriv_wave (-k) x).const_mul b)
  have d := h2 x
  rw [e] at d
  simp only [dress] at d
  rw [hd.deriv] at d
  simp only [psi]
  linear_combination (-c) * d - g x * hc

end

end ReflectionlessWell
```

```lean
#print axioms ReflectionlessWell.reflectionless
-- 'ReflectionlessWell.reflectionless' depends on axioms: [propext, Classical.choice, Quot.sound]
#print axioms ReflectionlessWell.well_general
-- 'ReflectionlessWell.well_general' depends on axioms: [propext, Classical.choice, Quot.sound]
```
